# Inclusion-exclusion increments of det(1 + A_S) are principal minors

## Fragments as blocks of one fixed matrix

A fragment is described here by cutting a block out of a fixed one-particle matrix, not by recomputing that matrix for the isolated fragment. Let A be a complex square matrix whose rows and columns are labelled by finitely many orbitals. For a set S of orbitals, A_S is the principal submatrix with rows and columns in S, and the fragment function is

Z(S) = det(1 + A_S), Z(∅) = 1.

For non-interacting fermions with one-particle Hamiltonian h, inverse temperature β and chemical potential μ, in an orthonormal orbital basis, the physical choice is A = exp(−β(h − μ1)). The grand partition function of the whole system is then det(1 + A). Each orbital here holds at most one fermion, so for electrons the labels are spin orbitals.

For a smaller set S, the block of the exponential generally differs from the exponential of the block h_S. Z(S) is therefore not, in general, the partition function of a fragment with Hamiltonian h_S. It is the total unnormalised thermal weight, in the full system, of the occupation patterns in which every orbital outside S is empty; dividing by det(1 + A) gives their probability. The two readings agree when h does not couple S to the other orbitals.

## The increment and its value

Write |X| for the number of elements of a set X. The inclusion-exclusion increment of Z at S is

ΔZ(S) = Σ_{T⊆S} (−1)^{|S∖T|} Z(T).

It is what remains of Z(S) after the contributions of all smaller subsets have been removed. The result is

ΔZ(S) = det(A_S).

For S = ∅ both sides equal 1. For a single orbital i, the left side is (1 + A_ii) − 1 = A_ii.

In the thermal picture, the increment is the weight of the pattern in which exactly the orbitals in S are occupied.

## Derivation by freezing orbitals

Take any matrix M, any number c and any set S. Freeze the orbitals outside S: keep row i of M if i is in S, and replace it by c times row i of the identity otherwise. Call the resulting matrix F(M, c, S), and let Sᶜ be the complement of S. With the orbitals of S listed first, the lower left block of F(M, c, S) is zero, and its diagonal blocks are M_S and c1. Hence

det F(M, c, S) = det(M_S) c^{|Sᶜ|}.

Now freeze M + c1 instead. Each row i in S is a sum of two rows, row i of M and c times row i of the identity. The determinant is additive in each row separately, so it expands into one term for every choice of summands. Let T ⊆ S be the set of rows for which the M part was chosen. All other rows, inside S or outside it, are then c times identity rows, and the term is det F(M, c, T). Therefore

det F(M + c1, c, S) = Σ_{T⊆S} det F(M, c, T).

Inserting the first formula on both sides gives

det((M + c1)_S) c^{|Sᶜ|} = Σ_{T⊆S} det(M_T) c^{|Tᶜ|}.

Set M = 1 + A and c = −1. Then M + c1 = A and det(M_T) = Z(T), so

det(A_S) (−1)^{|Sᶜ|} = Σ_{T⊆S} (−1)^{|Tᶜ|} Z(T).

An orbital outside T is either outside S or in S∖T, so |Tᶜ| = |Sᶜ| + |S∖T|. Multiplying both sides by (−1)^{|Sᶜ|} removes the common sign and leaves det(A_S) = ΔZ(S).

The choice M = A and c = 1 gives the reverse expansion:

Z(S) = Σ_{T⊆S} det(A_T) = Σ_{T⊆S} ΔZ(T).

## Exchange, finite rank and decoupled fragments

**Two orbitals.** For i ≠ j the increment is a 2 × 2 determinant:

ΔZ({i, j}) = A_ii A_jj − A_ij A_ji.

The first term is the direct product and the second is the exchange product.

**Finite rank.** Suppose A = BC, where B has r columns and C has r rows. Then A_S is the product of the rows of B in S and the columns of C in S, so its rank is at most r. If |S| > r, the determinant of A_S vanishes, and so does the increment. The expansion of Z then has no nonzero terms beyond subsets of r orbitals, so truncating it there is exact. The matrix exp(−β(h − μ1)) is invertible and has full rank, so for free fermions at finite temperature a small r arises only after an approximation, such as discarding one-particle modes of negligible weight.

**Decoupled fragments.** Let S and T be disjoint, and let A_ij = 0 whenever i is in T and j is in S. The block of A on S ∪ T is then block triangular, and

ΔZ(S ∪ T) = det(A_S) det(A_T) = ΔZ(S) ΔZ(T).

This product is generally not zero. For non-interacting fermions on finitely many orbitals, truncating the increment expansion of Z itself by fragment size is therefore not size consistent, since it discards joint terms even between fragments that do not couple. The underlying reason is that Z multiplies over decoupled fragments, whereas the additive quantity is its logarithm.

## The Lean statements in words

The orbital set is a finite type `n`, and a fragment is a `Finset n`. The matrix `A` is an arbitrary complex matrix: neither Hermiticity nor positivity is assumed, and A need not be an exponential. Consequently `partitionFn A S` is a complex number and need not be positive.

- `block A S` is A_S, with rows and columns indexed by the elements of `S`.
- `partitionFn A S` is Z(S). At the empty set it is the determinant of an empty matrix, which is 1.
- `increment F S` is the signed subset sum for any function `F` of orbital sets, with `S.powerset` as the range of T.
- `frozen M c S` is the matrix F(M, c, S) of the derivation.

The main theorem, `increment_partitionFn`, says that for every `A` and every `S` the increment of `partitionFn A` at `S` is `(block A S).det`. The reverse expansion is `partitionFn_eq_sum_increment`, and the three consequences are `increment_pair`, `increment_eq_zero_of_channels` and `increment_union_of_decoupled`. In the last of these, only the elements with row in `T` and column in `S` are required to vanish; those in the opposite direction are free.

The determinant form of Z is taken as a definition. Its origin as a trace over Fock space, the link between A and a Hamiltonian, and the reading of increments as occupation weights belong to the physical interpretation. Interacting electrons and infinite orbital sets are not treated.

## The complete Lean file

```lean
import Mathlib

open Finset

namespace FermionicPartitionIncrements

noncomputable section

variable {n : Type*} [Fintype n] [DecidableEq n]

/-- The principal submatrix of `A` on the orbitals in `S`. -/
def block (A : Matrix n n ℂ) (S : Finset n) : Matrix S S ℂ :=
  A.submatrix Subtype.val Subtype.val

/-- The fragment function `Z(S) = det(1 + A_S)` of a complex matrix `A`. -/
def partitionFn (A : Matrix n n ℂ) (S : Finset n) : ℂ :=
  (1 + block A S).det

/-- The inclusion-exclusion increment at `S` of a function `F` of orbital subsets. -/
def increment (F : Finset n → ℂ) (S : Finset n) : ℂ :=
  ∑ T ∈ S.powerset, (-1) ^ (S \ T).card * F T

/-- The matrix `M` with the orbitals outside `S` frozen: their rows are replaced by
`c` times the rows of the identity. -/
def frozen (M : Matrix n n ℂ) (c : ℂ) (S : Finset n) : Matrix n n ℂ :=
  Matrix.of fun i j => if i ∈ S then M i j else if i = j then c else 0

omit [Fintype n] in
/-- Restricting `1 + A` to the orbitals in `S` gives `1 + A_S`. -/
theorem block_one_add (A : Matrix n n ℂ) (S : Finset n) :
    block (1 + A) S = 1 + block A S := by
  ext i j
  by_cases h : i = j
  · subst h
    simp [block]
  · have h' : i.1 ≠ j.1 := fun e => h (Subtype.ext e)
    simp [block, h, h']

/-- Each frozen orbital contributes a factor `c` to the determinant, and the active
orbitals contribute the determinant of their principal submatrix. -/
theorem det_frozen (M : Matrix n n ℂ) (c : ℂ) (S : Finset n) :
    (frozen M c S).det = (block M S).det * c ^ (Sᶜ).card := by
  have h0 : ∀ i, ¬ (i ∈ S) → ∀ j, j ∈ S → frozen M c S i j = 0 := by
    intro i hi j hj
    have hij : i ≠ j := fun h => hi (h ▸ hj)
    simp [frozen, hi, hij]
  -- frozen rows do not couple back to active columns
  rw [Matrix.twoBlockTriangular_det _ (fun i => i ∈ S) h0]
  congr 1
  · have hb : (frozen M c S).toSquareBlockProp (fun i => i ∈ S) = block M S := by
      ext ⟨i, hi⟩ ⟨j, hj⟩
      have hi' : i ∈ S := hi
      simp [Matrix.toSquareBlockProp, frozen, block, hi']
    convert congrArg Matrix.det hb
  · have hd : (frozen M c S).toSquareBlockProp (fun i => ¬ (i ∈ S))
        = Matrix.diagonal fun _ => c := by
      ext ⟨i, hi⟩ ⟨j, hj⟩
      have hi' : i ∉ S := hi
      simp [Matrix.toSquareBlockProp, frozen, Matrix.diagonal_apply, hi']
    rw [hd, Matrix.det_diagonal, Finset.prod_const, Finset.card_univ]
    congr 1
    exact Fintype.card_of_subtype Sᶜ (by simp)

/-- The determinant of `M + c 1` with the orbitals outside `S` frozen is the sum, over all subsets
`T` of `S`, of the determinants of `M` with the orbitals outside `T` frozen. -/
theorem det_frozen_add (M : Matrix n n ℂ) (c : ℂ) (S : Finset n) :
    (frozen (M + c • (1 : Matrix n n ℂ)) c S).det
      = ∑ T ∈ S.powerset, (frozen M c T).det := by
  have hp : ∀ (N : Matrix n n ℂ) (T : Finset n), frozen N c T =
      Matrix.of (T.piecewise (fun i => N i) (fun i => (c • (1 : Matrix n n ℂ)) i)) := by
    intro N T
    ext i j
    by_cases h : i ∈ T <;> simp [frozen, Finset.piecewise, h, Matrix.one_apply]
  -- the determinant is additive in every row
  have h := (Matrix.detRowAlternating (n := n) (R := ℂ)).toMultilinearMap.map_piecewise_add
    (fun i => M i) (fun i => (c • (1 : Matrix n n ℂ)) i) S
  simp only [hp]
  exact h

/-- The inclusion-exclusion increment of the function `partitionFn A` at `S` is the determinant of
the principal submatrix on `S`. -/
theorem increment_partitionFn (A : Matrix n n ℂ) (S : Finset n) :
    increment (partitionFn A) S = (block A S).det := by
  have h := det_frozen_add (1 + A) (-1) S
  have hA : 1 + A + (-1 : ℂ) • (1 : Matrix n n ℂ) = A := by
    rw [neg_one_smul]; abel
  rw [hA] at h
  simp only [det_frozen, block_one_add] at h
  have hs : (-1 : ℂ) ^ (Sᶜ).card * (-1) ^ (Sᶜ).card = 1 := by
    rw [← mul_pow]; norm_num
  calc increment (partitionFn A) S
      = (∑ T ∈ S.powerset, (1 + block A T).det * (-1) ^ (Tᶜ).card)
          * (-1) ^ (Sᶜ).card := by
        unfold increment partitionFn
        rw [Finset.sum_mul]
        refine Finset.sum_congr rfl fun T hT => ?_
        -- orbitals outside T are either outside S or in S \ T
        have hc : (Tᶜ).card = (Sᶜ).card + (S \ T).card := by
          have h1 := Finset.card_compl_add_card T
          have h2 := Finset.card_compl_add_card S
          have h3 := Finset.card_sdiff_add_card_eq_card (Finset.mem_powerset.1 hT)
          omega
        rw [hc, pow_add]
        linear_combination (-(-1) ^ (S \ T).card * (1 + block A T).det) * hs
    _ = (block A S).det := by rw [← h, mul_assoc, hs, mul_one]

/-- The value of `partitionFn A` at `S` is the sum of its increments at all subsets of `S`. -/
theorem partitionFn_eq_sum_increment (A : Matrix n n ℂ) (S : Finset n) :
    partitionFn A S = ∑ T ∈ S.powerset, increment (partitionFn A) T := by
  simp only [increment_partitionFn]
  have h := det_frozen_add A 1 S
  rw [one_smul, add_comm A 1] at h
  simp only [det_frozen, block_one_add, one_pow, mul_one] at h
  exact h

/-- The increment of two distinct orbitals is the direct product of their diagonal
elements minus the exchange product of their off-diagonal elements. -/
theorem increment_pair (A : Matrix n n ℂ) {i j : n} (hij : i ≠ j) :
    increment (partitionFn A) {i, j} = A i i * A j j - A i j * A j i := by
  rw [increment_partitionFn]
  let f : Fin 2 → ({i, j} : Finset n) := ![⟨i, by simp⟩, ⟨j, by simp⟩]
  have hf : Function.Bijective f := by
    constructor
    · intro a b h
      have h' := congrArg Subtype.val h
      fin_cases a <;> fin_cases b <;> simp_all [f]
    · rintro ⟨x, hx⟩
      rcases Finset.mem_insert.1 hx with h | h
      · exact ⟨0, Subtype.ext h.symm⟩
      · exact ⟨1, Subtype.ext (Finset.mem_singleton.1 h).symm⟩
  rw [← Matrix.det_submatrix_equiv_self (Equiv.ofBijective f hf), Matrix.det_fin_two]
  rfl

/-- If `A = B C` factors through `r` channels, every increment on more than `r`
orbitals vanishes. -/
theorem increment_eq_zero_of_channels {r : ℕ} (B : Matrix n (Fin r) ℂ)
    (C : Matrix (Fin r) n ℂ) (S : Finset n) (hS : r < S.card) :
    increment (partitionFn (B * C)) S = 0 := by
  rw [increment_partitionFn]
  by_contra hne
  have hu : IsUnit (block (B * C) S) :=
    (Matrix.isUnit_iff_isUnit_det _).2 (isUnit_iff_ne_zero.2 hne)
  have h1 := Matrix.rank_of_isUnit _ hu
  have hfac : block (B * C) S = B.submatrix (Subtype.val : S → n) id
      * C.submatrix id (Subtype.val : S → n) := by
    ext i j
    simp [block, Matrix.mul_apply]
  -- the rank cannot exceed the number of channels
  have h2 : (block (B * C) S).rank ≤ r := by
    rw [hfac]
    exact (Matrix.rank_mul_le_left _ _).trans
      ((Matrix.rank_le_card_width _).trans_eq (Fintype.card_fin r))
  rw [h1, Fintype.card_coe] at h2
  omega

/-- For disjoint fragments `S` and `T` such that the matrix elements with row in `T` and
column in `S` vanish, the increment of the union is the product of the increments. -/
theorem increment_union_of_decoupled (A : Matrix n n ℂ) {S T : Finset n}
    (hd : Disjoint S T) (hA : ∀ i ∈ T, ∀ j ∈ S, A i j = 0) :
    increment (partitionFn A) (S ∪ T)
      = increment (partitionFn A) S * increment (partitionFn A) T := by
  simp only [increment_partitionFn]
  have hT : ∀ x : (S ∪ T : Finset n), ¬ (x.1 ∈ S) → x.1 ∈ T := fun x hx =>
    (Finset.mem_union.1 x.2).resolve_left hx
  -- identify the two diagonal blocks of the union with the fragments
  let e₁ : S ≃ {x : (S ∪ T : Finset n) // x.1 ∈ S} :=
    { toFun := fun x => ⟨⟨x.1, Finset.mem_union_left T x.2⟩, x.2⟩
      invFun := fun x => ⟨x.1.1, x.2⟩
      left_inv := fun _ => rfl
      right_inv := fun _ => rfl }
  let e₂ : T ≃ {x : (S ∪ T : Finset n) // ¬ (x.1 ∈ S)} :=
    { toFun := fun x => ⟨⟨x.1, Finset.mem_union_right S x.2⟩,
        fun h => Finset.disjoint_left.1 hd h x.2⟩
      invFun := fun x => ⟨x.1.1, hT x.1 x.2⟩
      left_inv := fun _ => rfl
      right_inv := fun _ => rfl }
  rw [Matrix.twoBlockTriangular_det (block A (S ∪ T)) (fun x => x.1 ∈ S)
    (fun i hi j hj => hA i.1 (hT i hi) j.1 hj)]
  congr 1
  · exact (Matrix.det_submatrix_equiv_self e₁ _).symm
  · exact (Matrix.det_submatrix_equiv_self e₂ _).symm

end

end FermionicPartitionIncrements
```

```lean
#print axioms FermionicPartitionIncrements.increment_partitionFn
#print axioms FermionicPartitionIncrements.partitionFn_eq_sum_increment
#print axioms FermionicPartitionIncrements.increment_eq_zero_of_channels
#print axioms FermionicPartitionIncrements.increment_union_of_decoupled
```

```
'FermionicPartitionIncrements.increment_partitionFn' depends on axioms: [propext, Classical.choice, Quot.sound]
'FermionicPartitionIncrements.partitionFn_eq_sum_increment' depends on axioms: [propext, Classical.choice, Quot.sound]
'FermionicPartitionIncrements.increment_eq_zero_of_channels' depends on axioms: [propext, Classical.choice, Quot.sound]
'FermionicPartitionIncrements.increment_union_of_decoupled' depends on axioms: [propext, Classical.choice, Quot.sound]
```

## How the proof follows the derivation

`block_one_add` records that restricting 1 + A to S gives 1 + A_S. It is checked entry by entry, on and off the diagonal.

`det_frozen` is the first determinant formula. The hypothesis `h0` states that a frozen row has zeros in all active columns, which is what `Matrix.twoBlockTriangular_det` needs to split the determinant into two factors. The first diagonal block is identified with `block M S`. The second is a diagonal matrix with constant entry c, whose determinant is c to the number of orbitals outside S.

`det_frozen_add` is the row expansion. The auxiliary statement `hp` writes a frozen matrix as a piecewise choice of rows, from the matrix on T and from c times the identity elsewhere. Mathlib's `map_piecewise_add`, applied to the determinant as a multilinear function of its rows, then produces the sum over subsets of S in one step.

`increment_partitionFn` uses this expansion with 1 + A and −1. The equation `hA` simplifies 1 + A − 1 to A, and `det_frozen` turns each frozen determinant into a fragment determinant times a sign. The rest is sign bookkeeping. The equation `hs` says that (−1)^{|Sᶜ|} squares to 1, and `hc` is the count |Tᶜ| = |Sᶜ| + |S∖T|, obtained by `omega` from three cardinality identities. The `calc` block first pulls the common sign out of the increment and then inserts the expansion.

`partitionFn_eq_sum_increment` replaces each increment by its determinant and applies the same expansion with A and 1, where all powers of c equal 1.

`increment_pair` has to relabel a matrix indexed by the set {i, j} as an ordinary 2 × 2 matrix. The map `f` sends 0 to i and 1 to j. Its injectivity uses i ≠ j, and `Matrix.det_fin_two` then supplies the formula.

`increment_eq_zero_of_channels` argues by contradiction. If the determinant were nonzero, the block would be invertible and its rank would be |S|. The factorisation `hfac` bounds the same rank by r, which contradicts r < |S|.

`increment_union_of_decoupled` applies the block-triangular determinant formula again, now to the block on S ∪ T. The equivalences `e₁` and `e₂` match the two diagonal blocks with the fragments S and T. Disjointness enters through `e₂`, because an orbital of T must not also belong to S.
